# For two charged layers with positive densities, separation and wavenumber, the closed-form squared acoustic plasmon frequency is positive and below the optical one

Two parallel two-dimensional electron layers, a distance d apart in vacuum, have two coupled plasmon branches. For carriers of equal mass m, in the long-wavelength, undamped and non-retarded approximation without tunnelling, and in Gaussian units with e²/m = 1, their squared frequencies are πq(n₁ + n₂ ∓ S), where S = √((n₁ − n₂)² + 4n₁n₂e^(−2qd)). Here n₁ and n₂ are the areal densities and q is the in-plane wavenumber; the minus sign gives the acoustic branch and the plus sign the optical one.

The file takes these formulas as definitions and does not derive them. The lemma states that, for positive n₁, n₂, d and q, the acoustic value is positive and strictly smaller than the optical value. This follows from 0 < S < n₁ + n₂ after multiplication by the positive factor πq. The lower bound on S needs only the positivity of the expression under the root, while the upper bound uses e^(−qd) < 1.

The failing Lean file:

```lean
import Mathlib

open Filter
open scoped Real Topology Matrix

namespace AcousticPosLtOptical

noncomputable section

/-- The square root that separates the two plasmon branches. -/
def splitting (n1 n2 d q : ℝ) : ℝ :=
  √((n1 - n2) ^ 2 + 4 * n1 * n2 * Real.exp (-(q * d)) ^ 2)

/-- Closed form for the squared frequency of the lower, acoustic branch. -/
def acousticSq (n1 n2 d q : ℝ) : ℝ := π * q * (n1 + n2 - splitting n1 n2 d q)

/-- Closed form for the squared frequency of the upper, optical branch. -/
def opticalSq (n1 n2 d q : ℝ) : ℝ := π * q * (n1 + n2 + splitting n1 n2 d q)

/-- For positive densities, distance and wavenumber, both squared frequencies are positive
and the acoustic one is the smaller. -/
theorem acoustic_pos_lt_optical {n1 n2 d q : ℝ} (h1 : 0 < n1) (h2 : 0 < n2) (hd : 0 < d)
    (hq : 0 < q) :
    0 < acousticSq n1 n2 d q ∧ acousticSq n1 n2 d q < opticalSq n1 n2 d q := by
  have he : Real.exp (-(q * d)) < 1 := Real.exp_lt_one (by nlinarith [mul_pos hq hd])
  have he0 := Real.exp_pos (-(q * d))
  have hs0 : 0 < splitting n1 n2 d q := Real.sqrt_pos.mpr (by positivity)
  have hs1 : splitting n1 n2 d q < n1 + n2 := by
    refine (Real.sqrt_lt' (by positivity)).mpr ?_
    have hx : 0 < 1 - Real.exp (-(q * d)) ^ 2 := by nlinarith
    nlinarith [mul_pos (mul_pos h1 h2) hx]
  have hpq : 0 < π * q := mul_pos Real.pi_pos hq
  exact ⟨mul_pos hpq (by linarith), mul_lt_mul_of_pos_left (by linarith) hpq⟩

end

end AcousticPosLtOptical
```

The error:

```
Main.lean:25:39: error(lean.unknownIdentifier): Unknown constant `Real.exp_lt_one`
```

What went wrong. The proof of `he`, the bound `Real.exp (-(q * d)) < 1`, calls a lemma `Real.exp_lt_one`, and Lean finds no constant of that name. The bound itself is true, since `q * d` is positive.

The repair uses `Real.exp_lt_one_iff`, which does exist. It is an equivalence between the exponential being below 1 and its exponent being negative, and `.mpr` takes the direction needed here, from the negative exponent to the bound. The negativity of `-(q * d)` is supplied by `neg_neg_of_pos`, applied to the positive product `mul_pos hq hd`.

This explicit term also replaces the `nlinarith` call that was to prove the same negativity. That replacement isn't needed for the cure: with the hint `mul_pos hq hd`, the goal `-(q * d) < 0` is already a linear consequence, which `nlinarith` can prove once the lemma's name is right.

This version goes through:

```diff
@@ -23,5 +23,6 @@
     (hq : 0 < q) :
     0 < acousticSq n1 n2 d q ∧ acousticSq n1 n2 d q < opticalSq n1 n2 d q := by
-  have he : Real.exp (-(q * d)) < 1 := Real.exp_lt_one (by nlinarith [mul_pos hq hd])
+  have he : Real.exp (-(q * d)) < 1 :=
+    Real.exp_lt_one_iff.mpr (neg_neg_of_pos (mul_pos hq hd))
   have he0 := Real.exp_pos (-(q * d))
   have hs0 : 0 < splitting n1 n2 d q := Real.sqrt_pos.mpr (by positivity)
```
